# Every complex positive semidefinite matrix, singular or not, has a Cholesky factor with nonnegative diagonal

Take two normalised functions $v_0, v_1$ with overlap $s=\langle v_0,v_1\rangle$, and write $A^H$ for the conjugate transpose of $A$. The first column $c=(1,\bar s)^T$ of the overlap matrix $S$ is removed as an outer product:

$$S=\begin{pmatrix}1&s\\ \bar s&1\end{pmatrix},\quad S-cc^H=\begin{pmatrix}0&0\\0&1-|s|^2\end{pmatrix},\quad L=\begin{pmatrix}1&0\\ \bar s&\sqrt{1-|s|^2}\end{pmatrix},\quad S=LL^H.$$

At $|s|=1$ the functions differ by a phase and $S$ is singular, but $L$ survives with $L_{11}=0$. If the functions need not be normalised, a zero can also come first, as in $S=\begin{pmatrix}0&b\\ \bar b&d\end{pmatrix}$. The usual recipe would divide $\bar b$ by $\sqrt{S_{00}}=0$. For an overlap matrix $S_{00}=0$ means $v_0=0$, hence $b=0$, and a zero column does the job. These two moves, elimination at a positive pivot and a zero column at a vanishing one, make up the general proof.

## A finite basis in a fixed order

The index type `n` labels the basis functions. It is finite, and it is linearly ordered because "lower triangular" has no meaning until the functions are ranked. One function ($L=\sqrt{S_{00}}$) and the empty set are included; infinite bases are not. `ComplexOrder` makes $0\le z$ mean that the complex number $z$ is real and nonnegative.

In Lean 4 with Mathlib:

```lean
import Mathlib

open Matrix
open scoped ComplexOrder

namespace SemidefiniteCholesky

noncomputable section

variable {n : Type*} [Fintype n] [LinearOrder n]
```

`IsCholeskyShape L` requires $L_{ij}=0$ for $i<j$ and $L_{ii}$ real with $L_{ii}\ge0$. Zero is allowed, whereas the familiar factorisation of a positive definite matrix has a strictly positive diagonal.

```lean
/-- `L` is lower triangular and its diagonal entries are real and nonnegative. -/
def IsCholeskyShape (L : Matrix n n ℂ) : Prop :=
  (∀ i j, i < j → L i j = 0) ∧ ∀ i, (L i i).im = 0 ∧ 0 ≤ (L i i).re
```

`unitVec p` is the coefficient vector $e_p$ that selects function $p$.

```lean
/-- Coefficient vector that selects basis function `p`. -/
def unitVec (p : n) : n → ℂ := fun i => if i = p then 1 else 0
```

`pivotCol S p` is the column $c_i=S_{ip}/\sqrt{S_{pp}}$, set to zero by an explicit case when $S_{pp}=0$, and `pivotUpdate S p` is $S-cc^H$.

```lean
/-- Cholesky column for pivot `p`: `S i p / √(S p p)`, and zero if the pivot vanishes. -/
def pivotCol (S : Matrix n n ℂ) (p : n) : n → ℂ :=
  fun i => if S p p = 0 then 0 else S i p / ((Real.sqrt (S p p).re : ℝ) : ℂ)

/-- One elimination step `S - c cᴴ`, with `c` the Cholesky column for pivot `p`. -/
def pivotUpdate (S : Matrix n n ℂ) (p : n) : Matrix n n ℂ :=
  S - vecMulVec (pivotCol S p) (star (pivotCol S p))
```

`overlap v` has entries $S_{ij}=\langle v_i,v_j\rangle$, antilinear in the first slot as in Dirac notation.

```lean
/-- Overlap matrix `⟨v i, v j⟩` of a family of functions. -/
def overlap {E : Type*} [NormedAddCommGroup E] [InnerProductSpace ℂ E] (v : n → E) :
    Matrix n n ℂ := Matrix.of fun i j => inner ℂ (v i) (v j)
```

## Hermitian symmetry

Physically, $\overline{S_{ip}}=S_{pi}$ is the symmetry $\overline{\langle v_i,v_p\rangle}=\langle v_p,v_i\rangle$. For a coefficient vector $x$, a complex number $t$ and an index $p$, put $q=x^HSx$ and $w=(Sx)_p$. Then

$$(x+te_p)^HS(x+te_p)=q+t\,x^HSe_p+\bar t\,e_p^HSx+\bar t t\,S_{pp}.$$

Here $e_p^HSx=w$ holds for any matrix, while

$$x^HSe_p=\sum_i\bar x_iS_{ip}=\overline{\sum_i\overline{S_{ip}}\,x_i}=\overline{\sum_iS_{pi}x_i}=\bar w$$

uses the symmetry. The expansion becomes

$$(x+te_p)^HS(x+te_p)=q+t\bar w+\bar tw+\bar tt\,S_{pp}.\tag{1}$$

`form_shift` is (1) and assumes only `S.IsHermitian`. The symmetry enters in `h1` through `hS.apply`; the final `simp only` distributes the products and `ring` collects the four terms. A matrix without this symmetry has no factor of any shape, since $LL^H$ is always Hermitian.

```lean
/-- Expansion of the quadratic form of a Hermitian matrix at `x + t e_p`. -/
theorem form_shift {S : Matrix n n ℂ} (hS : S.IsHermitian) (x : n → ℂ) (t : ℂ) (p : n) :
    star (x + t • unitVec p) ⬝ᵥ S *ᵥ (x + t • unitVec p) = star x ⬝ᵥ S *ᵥ x
      + t * star ((S *ᵥ x) p) + star t * (S *ᵥ x) p + star t * t * S p p := by
  have he : ∀ i, (S *ᵥ unitVec p) i = S i p := by
    intro i; simp [mulVec, dotProduct, unitVec]
  have hs : star (unitVec p) = unitVec p := by
    ext i; by_cases h : i = p <;> simp [unitVec, h]
  have h2 : ∀ v : n → ℂ, star (unitVec p) ⬝ᵥ v = v p := by
    intro v; rw [hs]; simp [dotProduct, unitVec]
  have h1 : star x ⬝ᵥ S *ᵥ unitVec p = star ((S *ᵥ x) p) := by
    show ∑ i, star (x i) * (S *ᵥ unitVec p) i = star (∑ i, S p i * x i)
    rw [star_sum]
    exact Finset.sum_congr rfl fun i _ => by rw [he, star_mul, hS.apply]
  simp only [star_add, star_smul, mulVec_add, mulVec_smul, add_dotProduct, dotProduct_add,
    smul_dotProduct, dotProduct_smul, h1, h2, he, smul_eq_mul]
  ring
```

## Nonnegativity of the quadratic form

`S.PosSemidef` adds $x^HSx\ge0$ for all $x$. For an overlap matrix this number is $\|\sum_ix_iv_i\|^2$, the squared norm of the function built from the coefficients $x$. The condition is used three times.

The first use is at a zero pivot. Let $S_{pp}=0$ and suppose $w\neq0$ for some $x$. Choose $t=-aw$ with the real number $a=(q+1)/|w|^2$. Equation (1) gives

$$q-2a|w|^2=q-2(q+1)=-q-2<0,$$

because $q\ge0$. This contradicts nonnegativity, so $(Sx)_p=0$ for every $x$, and $x=e_j$ gives $S_{pj}=0$. In `row_eq_zero`, `hq` is $q\ge0$, `hall` is (1) $\ge0$ for every $t$, `ha` defines $a$, and `nlinarith` finds the contradiction among real parts.

```lean
/-- In a positive semidefinite matrix a zero diagonal entry forces its whole row to vanish. -/
theorem row_eq_zero {S : Matrix n n ℂ} (hS : S.PosSemidef) {p : n} (h : S p p = 0) (j : n) :
    S p j = 0 := by
  have key : ∀ x : n → ℂ, (S *ᵥ x) p = 0 := by
    intro x
    have hq := (Complex.le_def.mp (hS.dotProduct_mulVec_nonneg x)).1
    have hall := fun t : ℂ => hS.dotProduct_mulVec_nonneg (x + t • unitVec p)
    simp only [form_shift hS.1, h] at hall
    generalize star x ⬝ᵥ S *ᵥ x = q at hall hq
    generalize (S *ᵥ x) p = w at hall ⊢
    by_contra hw
    -- a large shift against `w` would make the form negative
    obtain ⟨a, ha⟩ : ∃ a : ℝ, a * Complex.normSq w = q.re + 1 :=
      ⟨_, div_mul_cancel₀ _ (Complex.normSq_pos.mpr hw).ne'⟩
    have h1 := (Complex.le_def.mp (hall (-(a : ℂ) * w))).1
    rw [Complex.normSq_apply] at ha
    rw [Complex.zero_re] at hq
    simp at h1
    nlinarith
  simpa [mulVec, dotProduct, unitVec] using key (unitVec j)
```

The second use is the square root. Setting $x=0$, $t=1$ in (1) gives $S_{pp}\ge0$, so a nonzero pivot is $r^2$ with $r=\sqrt{S_{pp}}>0$ and $c_i=S_{ip}/r$. This is `pivotCol_spec`.

```lean
/-- A nonzero pivot of a positive semidefinite matrix is `r²` with `r > 0`, and the Cholesky
column is the column of `S` divided by `r`. -/
theorem pivotCol_spec {S : Matrix n n ℂ} (hS : S.PosSemidef) {p : n} (h : S p p ≠ 0) :
    ∃ r : ℝ, 0 < r ∧ S p p = r * r ∧ ∀ i, pivotCol S p i = S i p / r := by
  have h0 := hS.dotProduct_mulVec_nonneg (0 + (1 : ℂ) • unitVec p)
  rw [form_shift hS.1] at h0
  have h1 : 0 ≤ S p p := by simpa using h0
  have hre : 0 ≤ (S p p).re := (Complex.le_def.mp h1).1
  have him : (S p p).im = 0 := (Complex.le_def.mp h1).2.symm
  refine ⟨Real.sqrt (S p p).re, ?_, ?_, fun i => if_neg h⟩
  · exact Real.sqrt_pos.mpr (lt_of_le_of_ne hre fun h2 => h (Complex.ext h2.symm him))
  · rw [← Complex.ofReal_mul, Real.mul_self_sqrt hre]
    exact Complex.ext (by simp) (by simp [him])
```

The third use is that elimination preserves the condition. For $S_{pp}=r^2>0$,

$$c^Hx=\sum_i\frac{\overline{S_{ip}}}{r}x_i=\frac wr,\qquad x^H(S-cc^H)x=q-\frac{|w|^2}{r^2}.$$

With $t=-w/r^2$, equation (1) gives

$$q-\frac{|w|^2}{r^2}-\frac{|w|^2}{r^2}+\frac{|w|^2}{r^4}r^2=q-\frac{|w|^2}{r^2}.$$

The new form at $x$ equals the old form at a shifted vector and is therefore nonnegative. Row $p$ is cleared: $S_{pj}-c_p\bar c_j=S_{pj}-r\,S_{pj}/r=0$. For $S_{pp}=0$ the update does nothing and row $p$ is already zero. In `pivotUpdate_spec`, `h1` is $c^Hx=w/r$, `h3` is $cc^Hx=(c^Hx)\,c$, `h4` is nonnegativity at the shifted vector, and `field_simp` with `ring` equates the two displayed expressions. In terms of functions, $S-cc^H$ can be read as the overlap matrix after $v_p$ has been projected out of every $v_i$, as in a Gram–Schmidt step.

```lean
/-- The elimination step keeps the matrix positive semidefinite and clears the pivot row. -/
theorem pivotUpdate_spec {S : Matrix n n ℂ} (hS : S.PosSemidef) (p : n) :
    (pivotUpdate S p).PosSemidef ∧ ∀ j, pivotUpdate S p p j = 0 := by
  by_cases h : S p p = 0
  · have hU : pivotUpdate S p = S := by
      ext i j; simp [pivotUpdate, pivotCol, h, vecMulVec_apply]
    rw [hU]
    exact ⟨hS, row_eq_zero hS h⟩
  obtain ⟨r, hr, hrr, hc⟩ := pivotCol_spec hS h
  have hr' : (r : ℂ) ≠ 0 := by exact_mod_cast hr.ne'
  have hsr : star (r : ℂ) = r := Complex.conj_ofReal r
  have hc' : ∀ i, star (pivotCol S p i) = S p i / r := by
    intro i; rw [hc, star_div₀, hS.1.apply, hsr]
  refine ⟨PosSemidef.of_dotProduct_mulVec_nonneg ?_ fun x => ?_, fun j => ?_⟩
  · ext i j
    simp only [pivotUpdate, conjTranspose_apply, Matrix.sub_apply, vecMulVec_apply,
      Pi.star_apply, star_sub, star_mul, star_star, hS.1.apply]
  · have h1 : star (pivotCol S p) ⬝ᵥ x = (S *ᵥ x) p / r := by
      simp only [mulVec, dotProduct, Pi.star_apply, hc', Finset.sum_div]
      exact Finset.sum_congr rfl fun i _ => by ring
    have h2 : star x ⬝ᵥ pivotCol S p = star (star (pivotCol S p) ⬝ᵥ x) := by
      simp only [dotProduct, star_sum, star_mul, Pi.star_apply, star_star]
    have h3 : vecMulVec (pivotCol S p) (star (pivotCol S p)) *ᵥ x
        = (star (pivotCol S p) ⬝ᵥ x) • pivotCol S p := by
      ext i
      simp only [mulVec, dotProduct, vecMulVec_apply, Pi.smul_apply, smul_eq_mul,
        Finset.sum_mul]
      exact Finset.sum_congr rfl fun k _ => by ring
    -- the new form at `x` is the old form at the shifted vector `x - ((S x) p / r²) e_p`
    have h4 := hS.dotProduct_mulVec_nonneg (x + (-((S *ᵥ x) p / (r * r))) • unitVec p)
    rw [form_shift hS.1, hrr, star_neg, star_div₀, star_mul, hsr] at h4
    rw [pivotUpdate, sub_mulVec, dotProduct_sub, h3, dotProduct_smul, h2, h1, star_div₀, hsr,
      smul_eq_mul]
    refine h4.trans_eq ?_
    field_simp
    ring
  · rw [pivotUpdate, Matrix.sub_apply, vecMulVec_apply, Pi.star_apply, hc', hc, hrr]
    field_simp
    ring
```

Without nonnegativity no factor exists, because $x^HLL^Hx=\|L^Hx\|^2\ge0$ for every $L$. For one index, $S=(-1)$ would need $L_{00}^2=-1$ with $L_{00}$ real. For two indices nonnegativity can fail with no negative diagonal entry. The Hermitian matrix $\begin{pmatrix}0&1\\1&0\end{pmatrix}$ has form $-2$ at $x=(1,-1)^T$. A factor would need $L_{00}^2=0$, and then $S_{01}=L_{00}\overline{L_{10}}=0\neq1$.

## Eliminating the lowest index first

The order decides which pivot comes next. The induction runs over a set of active indices outside which all rows of $S$ vanish. If the set is empty, $S=0$ and $L=0$. Otherwise let $a$ be its smallest element, $s$ the remaining elements (a set from here on), and $c$ the pivot column for $a$. The rows of $S-cc^H$ vanish outside $s$, so by induction $S-cc^H=MM^H$ with a factor $M$ whose columns vanish outside $s$. Column $a$ of $M$ is empty; placing $c$ there defines $L$, and

$$(LL^H)_{ij}=c_i\bar c_j+\sum_kM_{ik}\overline{M_{jk}}=S_{ij}.$$

The new column respects the triangle: an index $i<a$ is inactive, so $S_{ia}=0$ and $c_i=0$. Its diagonal entry is $r>0$, or the whole column is zero. Removing an index that is not the smallest would leave active rows above the pivot, and $c$ could then reach into the upper triangle.

`exists_factor_on` follows this with `Finset.induction_on_min`, whose step supplies `ha`, the statement that $a$ lies below every element of $s$. `hca` says that $c$ vanishes at inactive rows, `hd` treats the diagonal entry, `hMa` is the empty column, and `h2` splits each term of the sum before `linear_combination h1` closes it. `ha` is used twice, for `hMa` and for triangularity.

```lean
/-- A positive semidefinite matrix whose rows vanish outside `s` has a Cholesky factor whose
columns vanish outside `s` and wherever the diagonal entry is zero. -/
theorem exists_factor_on (s : Finset n) : ∀ S : Matrix n n ℂ, S.PosSemidef →
    (∀ i ∉ s, ∀ j, S i j = 0) → ∃ L, IsCholeskyShape L ∧ (∀ j, L j j = 0 → ∀ i, L i j = 0) ∧
      (∀ j ∉ s, ∀ i, L i j = 0) ∧ S = L * Lᴴ := by
  refine Finset.induction_on_min s ?_ ?_
  · intro S _ h0
    refine ⟨0, ⟨by simp, by simp⟩, by simp, by simp, ?_⟩
    ext i j; simp [h0 i (by simp) j]
  intro a s ha ih S hS h0
  have hca : ∀ i ∉ insert a s, pivotCol S a i = 0 := by
    intro i hi; simp [pivotCol, h0 i hi a]
  have hd : ((pivotCol S a a).im = 0 ∧ 0 ≤ (pivotCol S a a).re) ∧
      (pivotCol S a a = 0 → ∀ i, pivotCol S a i = 0) := by
    by_cases h : S a a = 0
    · simp [pivotCol, h]
    obtain ⟨r, hr, hrr, hc⟩ := pivotCol_spec hS h
    have hr' : (r : ℂ) ≠ 0 := by exact_mod_cast hr.ne'
    rw [hc a, hrr, mul_div_cancel_right₀ _ hr']
    exact ⟨⟨by simp, by simpa using hr.le⟩, fun h => absurd h hr'⟩
  -- eliminate the smallest active index and factor the remainder
  obtain ⟨M, hM, hz, hs, hU⟩ := ih _ (pivotUpdate_spec hS a).1 (by
    intro i hi j
    by_cases hia : i = a
    · rw [hia]; exact (pivotUpdate_spec hS a).2 j
    · have hi' : i ∉ insert a s := by simp [hia, hi]
      simp [pivotUpdate, vecMulVec_apply, h0 i hi' j, hca i hi'])
  have hMa : ∀ i, M i a = 0 := hs a fun h => lt_irrefl a (ha a h)
  refine ⟨Matrix.of fun i k => if k = a then pivotCol S a i else M i k,
    ⟨fun i j hij => ?_, fun i => ?_⟩, fun j hj i => ?_, fun j hj i => ?_, ?_⟩
  · by_cases h : j = a
    · rw [h] at hij
      rw [of_apply, if_pos h]
      refine hca i fun hi => ?_
      rcases Finset.mem_insert.mp hi with h' | h'
      · exact hij.ne h'
      · exact lt_asymm hij (ha i h')
    · rw [of_apply, if_neg h]; exact hM.1 i j hij
  · by_cases h : i = a
    · rw [of_apply, if_pos h, h]; exact hd.1
    · rw [of_apply, if_neg h]; exact hM.2 i
  · by_cases h : j = a
    · rw [of_apply, if_pos h] at hj ⊢
      exact hd.2 (h ▸ hj) i
    · rw [of_apply, if_neg h] at hj ⊢
      exact hz j hj i
  · rw [Finset.mem_insert, not_or] at hj
    rw [of_apply, if_neg hj.1]; exact hs j hj.2 i
  · ext i j
    have h1 := congrFun (congrFun hU i) j
    simp only [pivotUpdate, Matrix.sub_apply, vecMulVec_apply, Pi.star_apply, mul_apply,
      conjTranspose_apply] at h1
    have h2 : ∀ k, (if k = a then pivotCol S a i else M i k) *
        star (if k = a then pivotCol S a j else M j k) =
        (if k = a then pivotCol S a i * star (pivotCol S a j) else 0) + M i k * star (M j k) := by
      intro k; by_cases h : k = a <;> simp [h, hMa]
    simp only [mul_apply, conjTranspose_apply, of_apply, h2, Finset.sum_add_distrib,
      Finset.sum_ite_eq', Finset.mem_univ, if_true]
    linear_combination h1
```

With all indices active, `exists_cholesky` reads: every positive semidefinite $S$ equals $LL^H$ for some $L$ of Cholesky shape in which each column with zero diagonal entry is entirely zero. No rows are exchanged, and the statement gives existence without naming a formula for $L$.

```lean
/-- Every positive semidefinite `S` is `L Lᴴ` with `L` lower triangular with real nonnegative
diagonal, and each column of `L` with zero diagonal entry is zero. -/
theorem exists_cholesky {S : Matrix n n ℂ} (hS : S.PosSemidef) :
    ∃ L, IsCholeskyShape L ∧ (∀ j, L j j = 0 → ∀ i, L i j = 0) ∧ S = L * Lᴴ := by
  obtain ⟨L, h1, h2, -, h3⟩ := exists_factor_on Finset.univ S hS (by simp)
  exact ⟨L, h1, h2, h3⟩
```

Conversely $x^HLL^Hx=\|L^Hx\|^2\ge0$, so `posSemidef_iff_cholesky` shows that positive semidefiniteness is exactly the condition needed.

```lean
/-- A matrix has a Cholesky factor exactly when it is positive semidefinite. -/
theorem posSemidef_iff_cholesky (S : Matrix n n ℂ) :
    S.PosSemidef ↔ ∃ L, IsCholeskyShape L ∧ S = L * Lᴴ :=
  ⟨fun h => (exists_cholesky h).imp fun _ hL => ⟨hL.1, hL.2.2⟩,
    fun ⟨L, _, h⟩ => h ▸ posSemidef_self_mul_conjTranspose L⟩
```

As a numerical instance, take orthonormal $u,u'$ and the normalised functions $v_0=u$, $v_1=iu$, $v_2=\tfrac35u+\tfrac45u'$:

$$S=\begin{pmatrix}1&i&\frac35\\-i&1&-\frac{3i}5\\ \frac35&\frac{3i}5&1\end{pmatrix}.$$

Pivot 0 has $r=1$ and $c=(1,-i,\tfrac35)^T$. The remainder has entries $1-|{-i}|^2=0$ at $(1,1)$, $-\tfrac{3i}5-(-i)\tfrac35=0$ at $(1,2)$, and $1-\tfrac9{25}=\tfrac{16}{25}$ at $(2,2)$. Pivot 1 vanishes together with its row, so column 1 is zero. Pivot 2 has $r=\tfrac45$:

$$L=\begin{pmatrix}1&0&0\\-i&0&0\\ \frac35&0&\frac45\end{pmatrix}.$$

## Triangularity and the determinant

`det_eq_zero_iff` assumes only that $L$ is lower triangular; the diagonal may be complex. Then $\det(LL^H)=\det L\,\overline{\det L}$ and $\det L=\prod_iL_{ii}$, so $LL^H$ is singular exactly when some $L_{ii}=0$. The proof rewrites in this sequence, and triangularity enters at `Matrix.det_of_isLowerTriangular`. For general $L$ both directions fail: $\begin{pmatrix}0&1\\1&0\end{pmatrix}$ has a zero diagonal and $\det(LL^H)=1$, and the all-ones $2\times2$ matrix has a nonzero diagonal and $\det(LL^H)=0$.

```lean
/-- For lower triangular `L`, the matrix `L Lᴴ` is singular iff a diagonal entry of `L` is zero. -/
theorem det_eq_zero_iff {L : Matrix n n ℂ} (hL : ∀ i j, i < j → L i j = 0) :
    (L * Lᴴ).det = 0 ↔ ∃ i, L i i = 0 := by
  rw [det_mul, det_conjTranspose, mul_eq_zero, star_eq_zero, or_self,
    Matrix.det_of_isLowerTriangular L fun i j h => hL i j (OrderDual.toDual_lt_toDual.mp h)]
  simp [Finset.prod_eq_zero_iff]
```

## An inner product, with no independence required

In `overlap_cholesky` the $v_i$ are arbitrary vectors of a complex inner product space `E`, which may be infinite-dimensional and need not be complete. They need not be normalised, distinct or independent. The inner product supplies both properties of $S$: `inner_conj_symm` gives the symmetry, and `h` is

$$x^HSx=\sum_{ij}\bar x_ix_j\langle v_i,v_j\rangle=\Big\langle\sum_ix_iv_i,\sum_jx_jv_j\Big\rangle,$$

which is real and nonnegative. The conclusion is a factor of Cholesky shape; the clause on zero columns is not repeated here.

```lean
/-- The overlap matrix of any finite family of functions, independent or not, has a Cholesky
factor. -/
theorem overlap_cholesky {E : Type*} [NormedAddCommGroup E] [InnerProductSpace ℂ E]
    (v : n → E) : ∃ L, IsCholeskyShape L ∧ overlap v = L * Lᴴ := by
  refine (posSemidef_iff_cholesky _).mp (PosSemidef.of_dotProduct_mulVec_nonneg ?_ fun x => ?_)
  · ext i j
    exact inner_conj_symm (v i) (v j)
  · have h : star x ⬝ᵥ overlap v *ᵥ x = inner ℂ (∑ i, x i • v i) (∑ i, x i • v i) := by
      rw [sum_inner]
      simp only [inner_sum, inner_smul_left, inner_smul_right, dotProduct, mulVec, overlap,
        of_apply, Pi.star_apply, Finset.mul_sum, Complex.star_def]
      exact Finset.sum_congr rfl fun i _ => Finset.sum_congr rfl fun j _ => by ring
    rw [h]
    exact Complex.le_def.mpr ⟨inner_self_nonneg (𝕜 := ℂ), (inner_self_im (𝕜 := ℂ) _).symm⟩
```

In electronic-structure calculations with a finite non-orthogonal basis, the overlap matrix therefore has a Cholesky factor in exact arithmetic even when the basis is redundant. For a redundant basis every such factor has a zero on its diagonal and no inverse, so orthogonalising with $L^{-1}$ needs an independent basis. Near-dependence in floating point, where a pivot can be very small, or slightly negative through rounding, is not modelled.

## Singular matrices can have several factors

Invertibility is never assumed, and the price is uniqueness. `two_factors` checks entry by entry that $\operatorname{diag}(0,1)$ equals $LL^H$ for both $\begin{pmatrix}0&0\\0&1\end{pmatrix}$ and $\begin{pmatrix}0&0\\1&0\end{pmatrix}$, each of Cholesky shape. The second has $L_{00}=0$ above a nonzero entry, so it violates the zero-column clause of `exists_cholesky`. In the three-function instance the same freedom moves $\tfrac45$ from $L_{22}$ to $L_{21}$. No uniqueness theorem is stated, even for invertible $S$, and the other counterexamples, the numerical instance and the projection reading are illustrations in prose only.

```lean
/-- The matrix `diag(0, 1)` has the two Cholesky factors `!![0, 0; 0, 1]` and `!![0, 0; 1, 0]`. -/
theorem two_factors : ∀ L ∈ [!![0, 0; 0, 1], (!![0, 0; 1, 0] : Matrix (Fin 2) (Fin 2) ℂ)],
    IsCholeskyShape L ∧ !![0, 0; 0, 1] = L * Lᴴ := by
  intro L hL
  simp only [List.mem_cons, List.not_mem_nil, or_false] at hL
  rcases hL with rfl | rfl
  all_goals
    refine ⟨⟨fun i j hij => ?_, fun i => ?_⟩, ?_⟩
    · fin_cases i <;> fin_cases j <;> first | exact absurd hij (by decide) | simp
    · fin_cases i <;> simp
    · ext i j; fin_cases i <;> fin_cases j <;> simp [Matrix.mul_apply, Fin.sum_univ_succ]

end

end SemidefiniteCholesky
```

```lean
#print axioms SemidefiniteCholesky.posSemidef_iff_cholesky
#print axioms SemidefiniteCholesky.det_eq_zero_iff
#print axioms SemidefiniteCholesky.overlap_cholesky
#print axioms SemidefiniteCholesky.two_factors
```

```
'SemidefiniteCholesky.posSemidef_iff_cholesky' depends on axioms: [propext, Classical.choice, Quot.sound]
'SemidefiniteCholesky.det_eq_zero_iff' depends on axioms: [propext, Classical.choice, Quot.sound]
'SemidefiniteCholesky.overlap_cholesky' depends on axioms: [propext, Classical.choice, Quot.sound]
'SemidefiniteCholesky.two_factors' depends on axioms: [propext, Classical.choice, Quot.sound]
```
